# Each eigenvalue of a molecular Hessian with uniform all-to-all coupling is k or k + G

The Hessian here describes `N` ≥ 1 molecules, one real displacement each, and equals `k` times the identity plus `G/N` times the all-ones matrix, so that every molecule has the bare force constant `k` and the coupling is the same between all pairs. The theorem `eigenvalue_cases` states that if a nonzero real vector `x`, not necessarily normalised, satisfies the eigenvalue equation with real eigenvalue `μ`, then `μ` is `k` or `k + G`; `k` and `G` may be any real numbers. The proof splits on the total displacement, the sum of the entries of `x`. If it vanishes, a nonzero entry of `x` gives `μ = k`; if not, the eigenvalue equation is summed over all molecules and the total displacement is cancelled to give `μ = k + G`.

An attempt in Lean 4 with a fault in it:

```lean
import Mathlib

open Matrix Filter Topology

namespace EigenvalueCases

noncomputable section

/-- The molecular Hessian `k I + (G/N) J` for `N ≥ 1` molecules, with `J` the all-ones matrix. -/
def hessian (N : ℕ) (k G : ℝ) : Matrix (Fin N) (Fin N) ℝ :=
  k • (1 : Matrix (Fin N) (Fin N) ℝ) + (G / N) • Matrix.of (fun _ _ => (1 : ℝ))

/-- Entries of the Hessian: every entry is `G/N`, and the diagonal carries `k` in addition. -/
theorem hessian_apply {N : ℕ} (k G : ℝ) (i j : Fin N) :
    hessian N k G i j = (if i = j then k else 0) + G / N := by
  simp [hessian, Matrix.one_apply]

/-- The Hessian acts on a displacement by the bare force constant `k` plus a term proportional to
the total displacement. -/
theorem hessian_mulVec {N : ℕ} (k G : ℝ) (x : Fin N → ℝ) (i : Fin N) :
    (hessian N k G *ᵥ x) i = k * x i + G / N * ∑ j, x j := by
  simp only [Matrix.mulVec, dotProduct, hessian_apply, add_mul, Finset.sum_add_distrib,
    ite_mul, zero_mul, Finset.sum_ite_eq, Finset.mem_univ, if_true, ← Finset.mul_sum]

/-- Every eigenvalue of the Hessian is either `k` or `k + G`. -/
theorem eigenvalue_cases {N : ℕ} [NeZero N] {k G μ : ℝ} {x : Fin N → ℝ} (hx : x ≠ 0)
    (h : hessian N k G *ᵥ x = μ • x) : μ = k ∨ μ = k + G := by
  have hN : (N : ℝ) ≠ 0 := Nat.cast_ne_zero.mpr (NeZero.ne N)
  have hi : ∀ i, k * x i + G / N * ∑ j, x j = μ * x i := fun i => by
    rw [← hessian_mulVec, h, Pi.smul_apply, smul_eq_mul]
  by_cases hS : ∑ j, x j = 0
  · left
    obtain ⟨i, hxi⟩ := Function.ne_iff.mp hx
    have h0 := hi i
    rw [hS, mul_zero, add_zero] at h0
    exact (mul_right_cancel₀ hxi h0).symm
  · right
    -- sum the eigenvalue equation over all molecules
    have hsum := Finset.sum_congr (rfl : (Finset.univ : Finset (Fin N)) = Finset.univ)
      (fun i _ => hi i)
    rw [Finset.sum_add_distrib, ← Finset.mul_sum, ← Finset.mul_sum, Finset.sum_const,
      Finset.card_univ, Fintype.card_fin, nsmul_eq_mul] at hsum
    have hc : (N : ℝ) * (G / N) = G := by field_simp
    apply mul_right_cancel₀ hS
    linear_combination -hsum + (∑ j, x j) * hc

end

end EigenvalueCases
```

The compiler's answer:

```
Main.lean:45:4: error: ring failed, ring expressions not equal
N : ℕ
inst✝ : NeZero N
k G μ : ℝ
x : Fin N → ℝ
hx : x ≠ 0
h : hessian N k G *ᵥ x = μ • x
hN : ↑N ≠ 0
hi : ∀ (i : Fin N), k * x i + G / ↑N * ∑ j, x j = μ * x i
hS : ¬∑ j, x j = 0
hsum : k * ∑ i, x i + G / ↑N * (↑N * ∑ j, x j) = ∑ i, μ * x i
hc : ↑N * (G / ↑N) = G
⊢ μ * ∑ j, x j - ∑ i, μ * x i = 0
```

This version goes through:

```diff
@@ -40,5 +40,5 @@
       (fun i _ => hi i)
     rw [Finset.sum_add_distrib, ← Finset.mul_sum, ← Finset.mul_sum, Finset.sum_const,
-      Finset.card_univ, Fintype.card_fin, nsmul_eq_mul] at hsum
+      Finset.card_univ, Fintype.card_fin, nsmul_eq_mul, ← Finset.mul_sum] at hsum
     have hc : (N : ℝ) * (G / N) = G := by field_simp
     apply mul_right_cancel₀ hS
```

Cause. The error is in the second case, where `linear_combination` leaves `ring` to show that `μ * ∑ j, x j - ∑ i, μ * x i` is zero. This is true, but it needs the constant `μ` to be taken out of the sum, and `ring` does not do that: it treats `∑ i, μ * x i` as an atom, unrelated to `∑ j, x j`.

The rewrite of `hsum` was meant to take such constants out. Each `← Finset.mul_sum` fixes its constant and summand at the first match, and the two uses went to the two sums on the left, with constants `k` and `G / N`. The right-hand side was left as `∑ i, μ * x i`, as the message shows.

The repair adds a third `← Finset.mul_sum` at the end of the rewrite. By then the sum on the right is the only one left of the form the lemma needs, and it becomes `μ * ∑ i, x i`. Both sides are then written in terms of the same total displacement, and the combination closes by `ring`.
